# Zero-mean site disorder on zero-diagonal hopping: an averaged spectral function with third central moment $m_3-m_2E$

Let $T$ be a Hermitian hopping matrix with zero diagonal on a finite lattice, and $\psi$ a unit vector with $T\psi=E\psi$. Add independent, identically distributed real site energies $e_i$ that take finitely many values, with mean zero and moments $m_2,m_3$. The averaged spectral function of $H=T+\mathrm{diag}(e)$ in $\psi$ then has weight $1$, mean $E$, variance $m_2$ and third central moment $m_3-m_2E$.

For a non-interacting tight-binding alloy with one orbital per site, independent site occupations and disorder only in the site energies, this is a sum rule against which an approximate averaged spectral function can be compared.

## The model

Sites are elements of `n`, and site species are elements of `S`.

In Lean 4 with Mathlib:

```lean
import Mathlib

open Matrix

namespace BlochSpectralAsymmetry

noncomputable section

variable {n S : Type*} [Fintype n] [DecidableEq n] [Fintype S]
```

The Hamiltonian is `alloy T e`; `shift H a` is $H-a$.

```lean
/-- The Hamiltonian `T + diag(e)`: hopping `T` and real site energies `e`. -/
def alloy (T : Matrix n n ℂ) (e : n → ℝ) : Matrix n n ℂ :=
  T + Matrix.diagonal (fun i => (e i : ℂ))

/-- The Hamiltonian with energies measured from `a`. -/
def shift (H : Matrix n n ℂ) (a : ℝ) : Matrix n n ℂ := H - (a : ℂ) • (1 : Matrix n n ℂ)
```

Let $\varphi_j$ be an orthonormal eigenbasis of $H$ with eigenvalues $\varepsilon_j$. The spectral function has a line of weight $|\langle\varphi_j|\psi\rangle|^2$ at each $\varepsilon_j$. Only its moments about an energy $a$ are defined here:
$$M_k(a)=\sum_j|\langle\varphi_j|\psi\rangle|^2(\varepsilon_j-a)^k .$$

```lean
/-- The `k`-th moment about `a` of the spectral function of `H` in the state `ψ`: each
eigenvalue is weighted by the squared overlap of its eigenvector with `ψ`. -/
def spectralMoment {H : Matrix n n ℂ} (hH : H.IsHermitian) (ψ : n → ℂ) (a : ℝ) (k : ℕ) : ℝ :=
  ∑ j, ‖star (hH.eigenvectorBasis j).ofLp ⬝ᵥ ψ‖ ^ 2 * (hH.eigenvalues j - a) ^ k
```

A configuration $c$ assigns a species $c_i$ to each site, with weight $\prod_i p(c_i)$, and then $e_i=v(c_i)$. We write $\langle\cdot\rangle$ for the average `avg` and $m_k=\sum_s p(s)\,v(s)^k$ for `siteMoment p v k`. The theorems in (c), (d) and (g) assume $\sum_s p(s)=1$, and none assumes $p\ge0$; probabilities are the physical case.

```lean
/-- The average over configurations `c` of independent sites, each in state `s` with
weight `p s`. -/
def avg (p : S → ℝ) (f : (n → S) → ℝ) : ℝ := ∑ c, (∏ i, p (c i)) * f c

/-- The `k`-th moment of the energy `v` of a single site. -/
def siteMoment (p v : S → ℝ) (k : ℕ) : ℝ := ∑ s, p s * v s ^ k
```

## (a) A Hermitian Hamiltonian

**Task.** Show that $H^\dagger=H$ for Hermitian $T$ and real $e_i$.

**Solution.** $T^\dagger=T$, and a real diagonal matrix is its own adjoint, so the sum is Hermitian.

```lean
omit [Fintype n] in
/-- With Hermitian hopping and real site energies the Hamiltonian is Hermitian. -/
theorem alloy_isHermitian {T : Matrix n n ℂ} (hT : T.IsHermitian) (e : n → ℝ) :
    (alloy T e).IsHermitian := by
  unfold alloy
  refine hT.add ?_
  rw [Matrix.IsHermitian, Matrix.diagonal_conjTranspose]
  congr 1
  funext i
  exact Complex.conj_ofReal _
```

Every configuration therefore has real levels, and the moments can be averaged:

```lean
/-- The `k`-th moment about `a` of the configuration-averaged spectral function in `ψ`. -/
def averagedMoment {T : Matrix n n ℂ} (hT : T.IsHermitian) (p v : S → ℝ) (ψ : n → ℂ)
    (a : ℝ) (k : ℕ) : ℝ :=
  avg p fun c => spectralMoment (alloy_isHermitian hT fun i => v (c i)) ψ a k
```

## (b) Products over sites

**Task.** For functions $g_i$ of the species, show
$$\Big\langle\prod_i g_i(c_i)\Big\rangle=\prod_i\sum_s p(s)\,g_i(s).$$

**Solution.** Expanding the right-hand side picks one species per site, so each configuration occurs once, with term $\prod_i p(c_i)g_i(c_i)$. This expansion is `Finset.prod_univ_sum`.

```lean
/-- The configuration sum `avg` of a product of single-site quantities `g i` is the product over
sites of the weighted sums `∑ s, p s * g i s`. -/
theorem avg_prod (p : S → ℝ) (g : n → S → ℝ) :
    avg p (fun c => ∏ i, g i (c i)) = ∏ i, ∑ s, p s * g i s := by
  rw [Finset.prod_univ_sum, Fintype.piFinset_univ]
  simp only [avg, Finset.prod_mul_distrib]
```

## (c) One site

**Task.** Show $\langle f(c_i)\rangle=\sum_s p(s)f(s)$.

**Solution.** In (b) take $g_i=f$ and $g_k=1$ for $k\ne i$. Each other site contributes $\sum_s p(s)=1$.

```lean
/-- For weights summing to one, a quantity of one site averages to its single-site mean. -/
theorem avg_site {p : S → ℝ} (hp : ∑ s, p s = 1) (i : n) (f : S → ℝ) :
    avg p (fun c => f (c i)) = ∑ s, p s * f s := by
  have h := avg_prod p (fun (k : n) s => if k = i then f s else 1)
  have hr : ∀ k : n, ∑ s, p s * (if k = i then f s else 1)
      = if k = i then ∑ s, p s * f s else 1 := by
    intro k
    by_cases hk : k = i <;> simp [hk, hp]
  simp only [hr, Finset.prod_ite_eq', Finset.mem_univ, if_true] at h
  exact h
```

## (d) Two different sites

**Task.** For $i\neq j$, show
$$\langle f(c_i)g(c_j)\rangle=\sum_s p(s)f(s)\;\sum_s p(s)g(s).$$

**Solution.** In (b) put $f$ on site $i$, $g$ on site $j$ and $1$ elsewhere. The case split in the code evaluates these three kinds of factor.

```lean
/-- For weights summing to one, quantities of two different sites are uncorrelated. -/
theorem avg_pair {p : S → ℝ} (hp : ∑ s, p s = 1) {i j : n} (hij : i ≠ j) (f g : S → ℝ) :
    avg p (fun c => f (c i) * g (c j)) = (∑ s, p s * f s) * ∑ s, p s * g s := by
  have h := avg_prod p
    (fun (k : n) s => (if k = i then f s else 1) * (if k = j then g s else 1))
  have hr : ∀ k : n, ∑ s, p s * ((if k = i then f s else 1) * (if k = j then g s else 1))
      = (if k = i then ∑ s, p s * f s else 1) * (if k = j then ∑ s, p s * g s else 1) := by
    intro k
    by_cases h1 : k = i
    · simp [h1, hij]
    · by_cases h2 : k = j
      · simp [h2, hij.symm]
      · simp [h1, h2, hp]
  simp only [hr, Finset.prod_mul_distrib, Finset.prod_ite_eq', Finset.mem_univ, if_true] at h
  exact h
```

## (e) Moments as matrix elements

**Task.** For any vector $\psi$, show $M_k(a)=\langle\psi|(H-a)^k|\psi\rangle$.

**Solution.** Since $H$ is Hermitian, $\langle\varphi_j|(H-a)=(\varepsilon_j-a)\langle\varphi_j|$ (`step`). By induction, $\langle\varphi_j|(H-a)^k|\psi\rangle=(\varepsilon_j-a)^k\langle\varphi_j|\psi\rangle$ (`key`). Inserting $\sum_j|\varphi_j\rangle\langle\varphi_j|=1$ gives
$$\langle\psi|(H-a)^k|\psi\rangle=\sum_j\langle\psi|\varphi_j\rangle(\varepsilon_j-a)^k\langle\varphi_j|\psi\rangle=M_k(a).$$

```lean
/-- The moments of the spectral function are the matrix elements `⟨ψ|(H - a)^k|ψ⟩`. -/
theorem spectralMoment_eq {H : Matrix n n ℂ} (hH : H.IsHermitian) (ψ : n → ℂ) (a : ℝ) (k : ℕ) :
    (spectralMoment hH ψ a k : ℂ) = star ψ ⬝ᵥ (shift H a ^ k *ᵥ ψ) := by
  -- acting to the left on an eigenvector, `H - a` gives the shifted eigenvalue
  have step : ∀ j (φ : n → ℂ), star (hH.eigenvectorBasis j).ofLp ⬝ᵥ (shift H a *ᵥ φ)
      = ((hH.eigenvalues j : ℂ) - a) * (star (hH.eigenvectorBasis j).ofLp ⬝ᵥ φ) := by
    intro j φ
    have h := congrArg star (hH.mulVec_eigenvectorBasis j)
    rw [Matrix.star_mulVec, hH.eq] at h
    have h' : star (hH.eigenvectorBasis j).ofLp ᵥ* H
        = (hH.eigenvalues j : ℂ) • star (hH.eigenvectorBasis j).ofLp := by
      rw [h]
      ext i
      simp
    rw [shift, Matrix.sub_mulVec, Matrix.smul_mulVec, Matrix.one_mulVec, dotProduct_sub,
      dotProduct_smul, Matrix.dotProduct_mulVec, h', smul_dotProduct, smul_eq_mul, smul_eq_mul]
    ring
  have key : ∀ j, star (hH.eigenvectorBasis j).ofLp ⬝ᵥ (shift H a ^ k *ᵥ ψ)
      = ((hH.eigenvalues j : ℂ) - a) ^ k * (star (hH.eigenvectorBasis j).ofLp ⬝ᵥ ψ) := by
    intro j
    induction k with
    | zero => simp
    | succ k ih =>
      rw [pow_succ', ← Matrix.mulVec_mulVec, step, ih]
      ring
  -- completeness of the eigenbasis
  have h := hH.eigenvectorBasis.sum_inner_mul_inner (WithLp.toLp 2 ψ)
    (WithLp.toLp 2 (shift H a ^ k *ᵥ ψ))
  simp only [EuclideanSpace.inner_eq_star_dotProduct] at h
  rw [dotProduct_comm, ← h, spectralMoment]
  push_cast
  refine Finset.sum_congr rfl fun j _ => ?_
  have hs : (hH.eigenvectorBasis j).ofLp ⬝ᵥ star ψ
      = starRingEnd ℂ (star (hH.eigenvectorBasis j).ofLp ⬝ᵥ ψ) := by
    simp [dotProduct, mul_comm]
  rw [dotProduct_comm _ (star (hH.eigenvectorBasis j).ofLp), key, hs, ← Complex.conj_mul']
  ring
```

## (f) One fixed configuration

**Task.** Show $M_0(E)=1$, $M_1(E)=\sum_i|\psi_i|^2e_i$, $M_2(E)=\sum_i|\psi_i|^2e_i^2$ and
$$M_3(E)=\sum_i|\psi_i|^2(e_i^3-Ee_i^2)+\sum_{i,j}\mathrm{Re}(\psi_i^*T_{ij}\psi_j)\,e_ie_j .$$

**Solution.** Write $D=\mathrm{diag}(e)$. From $T\psi=E\psi$ we get $(H-E)\psi=D\psi$ (`hM`), with adjoint $\psi^\dagger(H-E)=(D\psi)^\dagger$ (`hMl`). By (e),
$$M_0=\langle\psi|\psi\rangle,\quad M_1=\langle\psi|D\psi\rangle,\quad M_2=\langle D\psi|D\psi\rangle,\quad M_3=\langle D\psi|(T+D-E)|D\psi\rangle .$$
Writing these out in components gives the four sums; $M_3$ is real, so we may take the real part of the hopping term.

```lean
/-- Weight and first three moments about `E` of the spectral function for one fixed set of
site energies, in a unit eigenvector `ψ` of the hopping with eigenvalue `E`. -/
theorem moments_fixed {T : Matrix n n ℂ} {ψ : n → ℂ} {E : ℝ} (hn : ∑ i, ‖ψ i‖ ^ 2 = 1)
    (hψ : T *ᵥ ψ = (E : ℂ) • ψ) (e : n → ℝ) (hH : (alloy T e).IsHermitian) :
    spectralMoment hH ψ E 0 = 1 ∧
    spectralMoment hH ψ E 1 = ∑ i, ‖ψ i‖ ^ 2 * e i ∧
    spectralMoment hH ψ E 2 = ∑ i, ‖ψ i‖ ^ 2 * e i ^ 2 ∧
    spectralMoment hH ψ E 3 = ∑ i, ‖ψ i‖ ^ 2 * (e i ^ 3 - E * e i ^ 2)
      + ∑ i, ∑ j, (star (ψ i) * T i j * ψ j).re * (e i * e j) := by
  have hz : ∀ i, star (ψ i) * ψ i = (‖ψ i‖ : ℂ) ^ 2 := fun i => Complex.conj_mul' _
  have hgen : ∀ (φ : n → ℂ) i, (shift (alloy T e) E *ᵥ φ) i
      = (∑ j, T i j * φ j) + ((e i : ℂ) - E) * φ i := by
    intro φ i
    simp only [shift, alloy, Matrix.sub_mulVec, Matrix.add_mulVec, Matrix.smul_mulVec,
      Matrix.one_mulVec, Pi.sub_apply, Pi.add_apply, Pi.smul_apply, Matrix.mulVec_diagonal,
      smul_eq_mul]
    simp only [Matrix.mulVec, dotProduct]
    ring
  -- `H - E` acts on `ψ` as the site energies alone, from either side
  have hM : shift (alloy T e) E *ᵥ ψ = fun i => (e i : ℂ) * ψ i := by
    funext i
    have h := congrFun hψ i
    simp only [Matrix.mulVec, dotProduct, Pi.smul_apply, smul_eq_mul] at h
    rw [hgen]
    linear_combination h
  have hMl : star ψ ᵥ* shift (alloy T e) E = fun i => (e i : ℂ) * star (ψ i) := by
    have h1 : (shift (alloy T e) E)ᴴ = shift (alloy T e) E := by
      rw [shift, Matrix.conjTranspose_sub, hH.eq, Matrix.conjTranspose_smul,
        Matrix.conjTranspose_one]
      simp
    have h2 := congrArg star hM
    rw [Matrix.star_mulVec, h1] at h2
    rw [h2]
    funext i
    simp
  refine ⟨?_, ?_, ?_, ?_⟩
  · apply Complex.ofReal_injective
    rw [spectralMoment_eq, pow_zero, Matrix.one_mulVec, ← hn]
    push_cast
    exact Finset.sum_congr rfl fun i _ => hz i
  · apply Complex.ofReal_injective
    rw [spectralMoment_eq, pow_one, hM]
    simp only [dotProduct, Pi.star_apply]
    push_cast
    refine Finset.sum_congr rfl fun i _ => ?_
    linear_combination (e i : ℂ) * hz i
  · apply Complex.ofReal_injective
    rw [spectralMoment_eq, pow_two, ← Matrix.mulVec_mulVec, Matrix.dotProduct_mulVec, hMl, hM]
    simp only [dotProduct]
    push_cast
    refine Finset.sum_congr rfl fun i _ => ?_
    linear_combination (e i : ℂ) ^ 2 * hz i
  · have h := congrArg Complex.re (spectralMoment_eq hH ψ E 3)
    rw [Complex.ofReal_re, pow_succ', pow_two, ← Matrix.mulVec_mulVec, ← Matrix.mulVec_mulVec,
      Matrix.dotProduct_mulVec, hMl, hM] at h
    rw [h, ← Finset.sum_add_distrib]
    simp only [dotProduct, hgen, Complex.re_sum]
    refine Finset.sum_congr rfl fun i _ => ?_
    have ht : (e i : ℂ) * star (ψ i) * ((∑ j, T i j * ((e j : ℂ) * ψ j))
        + ((e i : ℂ) - E) * ((e i : ℂ) * ψ i))
        = ((‖ψ i‖ ^ 2 * (e i ^ 3 - E * e i ^ 2) : ℝ) : ℂ)
          + ∑ j, (star (ψ i) * T i j * ψ j) * ((e i * e j : ℝ) : ℂ) := by
      rw [mul_add, Finset.mul_sum, add_comm]
      congr 1
      · push_cast
        linear_combination ((e i : ℂ) ^ 3 - E * (e i : ℂ) ^ 2) * hz i
      · refine Finset.sum_congr rfl fun j _ => ?_
        push_cast
        ring
    rw [ht, Complex.add_re, Complex.ofReal_re, Complex.re_sum]
    simp only [Complex.re_mul_ofReal]
```

## (g) The average over configurations

**Task.** Show that the averaged moments about $E$ are
$$\langle M_0\rangle=1,\quad\langle M_1\rangle=0,\quad\langle M_2\rangle=m_2,\quad\langle M_3\rangle=m_3-m_2E .$$

**Solution.** The average is linear. By (c) and $\sum_i|\psi_i|^2=1$, we have $\langle\sum_i|\psi_i|^2f(c_i)\rangle=\sum_sp(s)f(s)$ (`hs`). This gives $\langle M_1\rangle$ and $\langle M_2\rangle$, and $m_3-m_2E$ from the first sum in $M_3$ (`h3`); $\langle M_0\rangle=\langle1\rangle=1$ is (b) with every $g_i=1$. In the double sum, terms with $i\ne j$ average to zero by (d), because $m_1=0$; terms with $i=j$ vanish because $T_{ii}=0$ (`hc`).

With weight $1$ and first moment zero, the mean is $E$, so these moments are central.

```lean
/-- Hermitian hopping with zero diagonal, a unit eigenvector `ψ` of energy `E`, independent
identically distributed site energies of mean zero: the averaged spectral function in `ψ` has
weight one, and its first three moments about `E` are `0`, `m2` and `m3 - m2 E`. -/
theorem spectral_asymmetry {T : Matrix n n ℂ} (hT : T.IsHermitian) (hdiag : ∀ i, T i i = 0)
    {ψ : n → ℂ} {E : ℝ} (hn : ∑ i, ‖ψ i‖ ^ 2 = 1) (hψ : T *ᵥ ψ = (E : ℂ) • ψ)
    {p v : S → ℝ} (hp : ∑ s, p s = 1) (hv : siteMoment p v 1 = 0) :
    averagedMoment hT p v ψ E 0 = 1 ∧
    averagedMoment hT p v ψ E 1 = 0 ∧
    averagedMoment hT p v ψ E 2 = siteMoment p v 2 ∧
    averagedMoment hT p v ψ E 3 = siteMoment p v 3 - siteMoment p v 2 * E := by
  have hv' : ∑ s, p s * v s = 0 := by simpa only [siteMoment, pow_one] using hv
  have hadd : ∀ A B : (n → S) → ℝ, avg p (fun c => A c + B c) = avg p A + avg p B := by
    intro A B
    simp only [avg, mul_add, Finset.sum_add_distrib]
  have hsum : ∀ F : n → (n → S) → ℝ,
      avg p (fun c => ∑ i, F i c) = ∑ i, avg p (fun c => F i c) := by
    intro F
    simp only [avg, Finset.mul_sum]
    exact Finset.sum_comm
  have hmul : ∀ (a : ℝ) (F : (n → S) → ℝ),
      avg p (fun c => a * F c) = a * avg p (fun c => F c) := by
    intro a F
    simp only [avg, Finset.mul_sum]
    exact Finset.sum_congr rfl fun c _ => by ring
  have hs : ∀ f : S → ℝ,
      avg p (fun c : n → S => ∑ i, ‖ψ i‖ ^ 2 * f (c i)) = ∑ s, p s * f s := by
    intro f
    rw [hsum]
    calc _ = ∑ i, ‖ψ i‖ ^ 2 * ∑ s, p s * f s :=
          Finset.sum_congr rfl fun i _ => by rw [hmul, avg_site hp i f]
      _ = _ := by rw [← Finset.sum_mul, hn, one_mul]
  -- hopping between different sites averages out, and the diagonal of `T` vanishes
  have hc : avg p (fun c : n → S => ∑ i, ∑ j,
      (star (ψ i) * T i j * ψ j).re * (v (c i) * v (c j))) = 0 := by
    rw [hsum]
    refine Finset.sum_eq_zero fun i _ => ?_
    rw [hsum]
    refine Finset.sum_eq_zero fun j _ => ?_
    rw [hmul]
    by_cases hij : i = j
    · subst hij
      simp [hdiag]
    · rw [avg_pair hp hij v v, hv', mul_zero, mul_zero]
  have h3 : avg p (fun c : n → S => ∑ i, ‖ψ i‖ ^ 2 * (v (c i) ^ 3 - E * v (c i) ^ 2))
      = siteMoment p v 3 - siteMoment p v 2 * E := by
    refine (hs (fun s => v s ^ 3 - E * v s ^ 2)).trans ?_
    simp only [siteMoment, mul_sub, Finset.sum_sub_distrib, Finset.sum_mul]
    congr 1
    exact Finset.sum_congr rfl fun s _ => by ring
  have h := fun c : n → S =>
    moments_fixed hn hψ (fun i => v (c i)) (alloy_isHermitian hT fun i => v (c i))
  unfold averagedMoment
  refine ⟨?_, ?_, ?_, ?_⟩
  · refine (congrArg (avg p) (funext fun c => (h c).1)).trans ?_
    simpa [hp] using avg_prod (n := n) p (fun _ _ => 1)
  · exact (congrArg (avg p) (funext fun c => (h c).2.1)).trans ((hs v).trans hv')
  · exact (congrArg (avg p) (funext fun c => (h c).2.2.1)).trans (hs (fun s => v s ^ 2))
  · refine (congrArg (avg p) (funext fun c => (h c).2.2.2)).trans ?_
    exact (hadd _ _).trans ((congrArg₂ (· + ·) h3 hc).trans (add_zero _))

end

end BlochSpectralAsymmetry
```

```lean
#print axioms BlochSpectralAsymmetry.spectral_asymmetry
```

```
'BlochSpectralAsymmetry.spectral_asymmetry' depends on axioms: [propext, Classical.choice, Quot.sound]
```

For translation-invariant $T$, $\psi$ can be a Bloch wave and $E$ its band energy. If $m_3=0$ and $m_2>0$, the third central moment is negative for $E>0$ and positive for $E<0$.

If the diagonal of $T$ is not zero, the same argument keeps the $i=j$ terms and gives $\langle M_3\rangle=m_3-m_2\big(E-\sum_i|\psi_i|^2T_{ii}\big)$.
